# Closed-form optimal friction for an interpolated Kramers turnover rate

## Escape with too little and too much friction

A particle sits in a metastable well and exchanges energy with a heat bath through a friction g, the damping rate in the friction force −g × momentum. With weak friction it rarely gains enough energy to escape, and the rate grows in proportion to g. With strong friction it has the energy but diffuses slowly across the barrier, and the rate falls as 1/g. Which friction makes escape fastest?

Measure the rate k in units of its transition-state value. For a barrier well above k_B T, the weak-friction rate is a g. Here a is the action of the closed orbit at the barrier energy, divided by k_B T; the action is the momentum integrated over position around the whole orbit, with no factor 1/(2π). For a barrier of frequency w, the inverse of Kramers' factor for moderate to strong friction is g/(2w) + √(1 + (g/(2w))²). Adding the two inverse rates, as for two steps in series, gives

1/k = 1/(a g) + g/(2w) + √(1 + (g/(2w))²).

This sum is an interpolation and is assumed here; it is not derived from the Langevin equation.

## The best friction and its dependence on a

For a, w > 0 define

s = √(1 + 8aw), q = √((s − 1)(s + 3)).

The rate is largest at

g* = 4w/q,

and every other positive friction gives a strictly smaller rate. At fixed w, g* decreases strictly as a grows and tends to 0.

In Lean, `inverseRate a w g` is the sum above and `rate` is its reciprocal. The roots s and q are `rootS` and `rootQ`, and `optimalFriction` is the formula 4w/q, so its optimality has to be proved. All quantities are real numbers, with positivity supplied as hypotheses.

The theorem `kramers_optimal_friction` fixes w > 0 and has three parts. The first says that g* is positive and beats every other positive g. The second, `StrictAntiOn` over `Set.Ioi 0`, says that g* is strictly decreasing on a > 0. The third, `Tendsto` along `atTop`, is the limit a → ∞. The peak rate is given separately by `rate_optimal`.

Here a and w are independent constants. In a real well both depend on the potential, and a also on temperature. Friction with memory is outside the model.

## Two tangents and a line whose slopes cancel

Put x = g/(2w) and D = (s − 1)(s + 1) = 8aw. Then 1/(a g) = 1/(2awx) = 4/(Dx), so

1/k = 4/(Dx) + x + √(1 + x²).

Bound the first and last terms from below by their tangents at x = 2/q. Since q² = s² + 2s − 3, we have (s + 1)² = q² + 4, and

(q² + 4)(1 + x²) − (q + 2x)² = (qx − 2)² ≥ 0.

Dividing by (s + 1)² and taking roots gives

√(1 + x²) ≥ (q + 2x)/(s + 1).

For the hyperbola,

4/(Dx) − (4q − q²x)/D = (qx − 2)²/(Dx),

which is positive unless x = 2/q. In the sum of the two tangents and x, the coefficient of x is

−q²/D + 1 + 2/(s + 1) = −(s + 3)/(s + 1) + (s + 3)/(s + 1) = 0.

The constant that remains is

4q/D + q/(s + 1) = q(s + 3)/D.

So 1/k > q(s + 3)/D whenever x ≠ 2/q. At x = 2/q both tangents touch their curves and the bound is attained. This gives g* = 2w · 2/q = 4w/q and the peak rate

k* = (s − 1)(s + 1)/(q(s + 3)).

As a grows, s grows, and so does q² = (s + 1)² − 4; hence g* falls. Moreover q² = 8aw + 2(s − 1) > 8aw, so

g*² = 16w²/q² < 2w/a.

Thus 0 < g* < √(2w/a), which forces g* to 0.

## A cubic well with a barrier of 5 k_B T

In a Langevin simulation of escape from a one-dimensional well, the formula estimates the friction at which escapes are most frequent, within this interpolated model. The inputs are the barrier curvature and the mass, which give w, and the orbit action and the temperature, which give a.

For a particle of mass m in a cubic potential, let y be the distance from the barrier top into the well. The potential lies below the barrier top by

½ m w² y² (1 − y/L),

where L is the distance to the far turning point at the barrier energy. The deepest point is y = 2L/3, so the barrier height is E = (2/27) m w² L². The action is

2 m w ∫₀ᴸ y √(1 − y/L) dy = (8/15) m w L² = (36/5) E/w.

Hence aw = 7.2 E/(k_B T). For E = 5 k_B T this gives aw = 36, s = 17 and q = √320 ≈ 17.89. The optimal friction is g* ≈ 0.224 w, and the peak rate is about 0.805 of the transition-state value. The simple bound √(2w/a) gives 0.236 w, already close.

## The complete Lean file

```lean
import Mathlib

open Filter Topology

namespace KramersOptimalFriction

noncomputable section

/-- Interpolated inverse escape rate, in units of the inverse transition-state rate, at friction
`g > 0`: an energy-diffusion term with coefficient `a > 0` plus the inverse Kramers factor for
barrier frequency `w > 0`. -/
def inverseRate (a w g : ℝ) : ℝ :=
  1 / (a * g) + g / (2 * w) + √(1 + (g / (2 * w)) ^ 2)

/-- Escape rate in units of the transition-state rate, for `a, w, g > 0`. -/
def rate (a w g : ℝ) : ℝ := 1 / inverseRate a w g

/-- The dimensionless root `s = √(1 + 8 a w)`. -/
def rootS (a w : ℝ) : ℝ := √(1 + 8 * a * w)

/-- The dimensionless root `q = √((s - 1)(s + 3))`. -/
def rootQ (a w : ℝ) : ℝ := √((rootS a w - 1) * (rootS a w + 3))

/-- The friction `4 w / q`, for `a, w > 0`. -/
def optimalFriction (a w : ℝ) : ℝ := 4 * w / rootQ a w

/-- For `a, w > 0` the two roots satisfy `s > 1`, `(s - 1)(s + 1) = 8 a w`, `q > 0` and
`q² = (s - 1)(s + 3)`. -/
theorem roots_spec {a w : ℝ} (ha : 0 < a) (hw : 0 < w) :
    1 < rootS a w ∧ (rootS a w - 1) * (rootS a w + 1) = 8 * a * w ∧
      0 < rootQ a w ∧ rootQ a w ^ 2 = (rootS a w - 1) * (rootS a w + 3) := by
  have haw := mul_pos ha hw
  have h1 : 1 < rootS a w := by
    rw [rootS, Real.lt_sqrt (by norm_num)]
    nlinarith
  have h2 : rootS a w ^ 2 = 1 + 8 * a * w := Real.sq_sqrt (by positivity)
  have h3 : 0 < (rootS a w - 1) * (rootS a w + 3) :=
    mul_pos (by linarith) (by linarith)
  exact ⟨h1, by linear_combination h2, Real.sqrt_pos.mpr h3, Real.sq_sqrt h3.le⟩

/-- The inverse rate at friction `g = 2 w x`, for `a, w, x > 0`, written with the root `s`. -/
theorem inverseRate_scaled {a w x : ℝ} (ha : 0 < a) (hw : 0 < w) (hx : 0 < x) :
    inverseRate a w (2 * w * x) =
      4 / ((rootS a w - 1) * (rootS a w + 1) * x) + x + √(1 + x ^ 2) := by
  obtain ⟨-, hD, -, -⟩ := roots_spec ha hw
  have h : 2 * w * x / (2 * w) = x := mul_div_cancel_left₀ x (by positivity)
  have h' : 1 / (a * (2 * w * x)) = 4 / (8 * a * w * x) := by
    rw [div_eq_div_iff (by positivity) (by positivity)]
    ring
  rw [inverseRate, h, hD, h']

/-- For `a, w > 0`, every positive friction other than `optimalFriction a w` has an inverse
rate strictly above `q (s + 3) / ((s - 1)(s + 1))`. -/
theorem lt_inverseRate {a w g : ℝ} (ha : 0 < a) (hw : 0 < w) (hg : 0 < g)
    (hne : g ≠ optimalFriction a w) :
    rootQ a w * (rootS a w + 3) / ((rootS a w - 1) * (rootS a w + 1)) <
      inverseRate a w g := by
  obtain ⟨x, hx, rfl⟩ : ∃ x, 0 < x ∧ g = 2 * w * x :=
    ⟨g / (2 * w), by positivity, by field_simp⟩
  rw [inverseRate_scaled ha hw hx]
  obtain ⟨hs, -, hq, hq2⟩ := roots_spec ha hw
  have hxq : rootQ a w * x - 2 ≠ 0 := by
    intro h
    apply hne
    rw [optimalFriction, eq_div_iff hq.ne']
    linear_combination 2 * w * h
  generalize rootS a w = s at *
  generalize rootQ a w = q at *
  have hm : 0 < s - 1 := by linarith
  have hp : 0 < s + 1 := by linarith
  have hD : 0 < (s - 1) * (s + 1) := mul_pos hm hp
  -- tangent to the square root at x = 2 / q
  have h1 : (q + 2 * x) / (s + 1) ≤ √(1 + x ^ 2) := by
    apply Real.le_sqrt_of_sq_le
    have h4 : (s + 1) ^ 2 = q ^ 2 + 4 := by linear_combination -hq2
    rw [div_pow, div_le_iff₀ (pow_pos hp 2), h4]
    nlinarith [sq_nonneg (q * x - 2)]
  -- tangent to the hyperbola at the same point, strict elsewhere
  have h2 : (4 * q - q ^ 2 * x) / ((s - 1) * (s + 1)) <
      4 / ((s - 1) * (s + 1) * x) := by
    rw [div_lt_div_iff₀ hD (mul_pos hD hx)]
    have h5 : 0 < (q * x - 2) ^ 2 := by positivity
    nlinarith [mul_pos hD h5]
  -- the slopes cancel
  have h3 : q * (s + 3) / ((s - 1) * (s + 1)) =
      (4 * q - q ^ 2 * x) / ((s - 1) * (s + 1)) + x + (q + 2 * x) / (s + 1) := by
    rw [hq2]
    have hm' := hm.ne'
    have hp' := hp.ne'
    field_simp
    ring
  linarith

/-- For `a, w > 0`, the inverse rate at `optimalFriction a w` equals
`q (s + 3) / ((s - 1)(s + 1))`. -/
theorem inverseRate_optimal {a w : ℝ} (ha : 0 < a) (hw : 0 < w) :
    inverseRate a w (optimalFriction a w) =
      rootQ a w * (rootS a w + 3) / ((rootS a w - 1) * (rootS a w + 1)) := by
  obtain ⟨hs, -, hq, hq2⟩ := roots_spec ha hw
  have h0 : optimalFriction a w = 2 * w * (2 / rootQ a w) := by
    rw [optimalFriction]
    ring
  rw [h0, inverseRate_scaled ha hw (by positivity)]
  generalize rootS a w = s at *
  generalize rootQ a w = q at *
  have hm : 0 < s - 1 := by linarith
  have hp : 0 < s + 1 := by linarith
  have hD : 0 < (s - 1) * (s + 1) := mul_pos hm hp
  have h1 : 1 + (2 / q) ^ 2 = ((s + 1) / q) ^ 2 := by
    field_simp
    linear_combination hq2
  have h2 : 4 / ((s - 1) * (s + 1) * (2 / q)) = 2 * q / ((s - 1) * (s + 1)) := by
    have hqq : q * (2 / q) = 2 := by field_simp
    rw [div_eq_div_iff (mul_pos hD (by positivity)).ne' hD.ne']
    linear_combination (-2 * ((s - 1) * (s + 1))) * hqq
  have h3 : 2 / q + (s + 1) / q = q / (s - 1) := by
    rw [← add_div, div_eq_div_iff hq.ne' hm.ne']
    linear_combination -hq2
  rw [h1, Real.sqrt_sq (div_pos hp hq).le, h2, add_assoc, h3,
    div_add_div _ _ hD.ne' hm.ne', div_eq_div_iff (mul_pos hD hm).ne' hD.ne']
  ring

/-- For `a, w > 0`, the escape rate at `optimalFriction a w` is
`(s - 1)(s + 1) / (q (s + 3))`. -/
theorem rate_optimal {a w : ℝ} (ha : 0 < a) (hw : 0 < w) :
    rate a w (optimalFriction a w) =
      (rootS a w - 1) * (rootS a w + 1) / (rootQ a w * (rootS a w + 3)) := by
  rw [rate, inverseRate_optimal ha hw, one_div_div]

/-- For `a, w > 0`, the optimal friction lies strictly below `√(2 w / a)`. -/
theorem optimalFriction_lt {a w : ℝ} (ha : 0 < a) (hw : 0 < w) :
    optimalFriction a w < √(2 * w / a) := by
  obtain ⟨hs, hD, hq, hq2⟩ := roots_spec ha hw
  have h : rootQ a w ^ 2 = 8 * a * w + 2 * (rootS a w - 1) := by
    linear_combination hq2 + hD
  rw [optimalFriction, Real.lt_sqrt (by positivity), div_pow,
    div_lt_div_iff₀ (by positivity) ha, h]
  nlinarith [mul_pos hw (sub_pos.mpr hs)]

/-- At fixed barrier frequency `w > 0`, the optimal friction is strictly decreasing in the
energy-diffusion coefficient `a > 0`. -/
theorem optimalFriction_strictAnti {w : ℝ} (hw : 0 < w) :
    StrictAntiOn (fun a => optimalFriction a w) (Set.Ioi 0) := by
  intro a ha b hb hab
  have ha' : 0 < a := ha
  obtain ⟨hs, -, hq, -⟩ := roots_spec ha' hw
  have hst : rootS a w < rootS b w :=
    Real.sqrt_lt_sqrt (by positivity) (by nlinarith [mul_pos (sub_pos.mpr hab) hw])
  have hqq : rootQ a w < rootQ b w := by
    apply Real.sqrt_lt_sqrt (mul_pos (by linarith) (by linarith)).le
    have h : 0 < rootS b w + rootS a w + 2 := by linarith
    nlinarith [mul_pos (sub_pos.mpr hst) h]
  exact div_lt_div_of_pos_left (by positivity) hq hqq

/-- Optimal friction for the interpolated Kramers turnover rate, for `w > 0`: for each `a > 0` the
friction `optimalFriction a w` is positive and gives a strictly larger rate than any other positive
friction; it decreases strictly in `a` and tends to zero as `a` grows. -/
theorem kramers_optimal_friction {w : ℝ} (hw : 0 < w) :
    (∀ a, 0 < a → 0 < optimalFriction a w ∧
      ∀ g, 0 < g → g ≠ optimalFriction a w →
        rate a w g < rate a w (optimalFriction a w)) ∧
    StrictAntiOn (fun a => optimalFriction a w) (Set.Ioi 0) ∧
    Tendsto (fun a => optimalFriction a w) atTop (𝓝 0) := by
  have hpos : ∀ a, 0 < a → 0 < optimalFriction a w := fun a ha =>
    div_pos (by positivity) (roots_spec ha hw).2.2.1
  refine ⟨fun a ha => ⟨hpos a ha, fun g hg hne => ?_⟩, optimalFriction_strictAnti hw, ?_⟩
  · have h0 : 0 < inverseRate a w (optimalFriction a w) := by
      have := hpos a ha
      unfold inverseRate
      positivity
    have h1 := lt_inverseRate ha hw hg hne
    rw [← inverseRate_optimal ha hw] at h1
    exact one_div_lt_one_div_of_lt h0 h1
  · -- squeeze between zero and √(2 w / a)
    have h1 : Tendsto (fun a : ℝ => 2 * w / a) atTop (𝓝 0) :=
      tendsto_const_nhds.div_atTop tendsto_id
    have h2 : Tendsto (fun a : ℝ => √(2 * w / a)) atTop (𝓝 0) := by
      have h3 := (Real.continuous_sqrt.tendsto 0).comp h1
      rw [Real.sqrt_zero] at h3
      exact h3
    refine squeeze_zero' ?_ ?_ h2
    · filter_upwards [eventually_gt_atTop (0 : ℝ)] with a ha
      exact (hpos a ha).le
    · filter_upwards [eventually_gt_atTop (0 : ℝ)] with a ha
      exact (optimalFriction_lt ha hw).le

end

end KramersOptimalFriction
```

```lean
#print axioms KramersOptimalFriction.rate_optimal
-- 'KramersOptimalFriction.rate_optimal' depends on axioms: [propext, Classical.choice, Quot.sound]
#print axioms KramersOptimalFriction.kramers_optimal_friction
-- 'KramersOptimalFriction.kramers_optimal_friction' depends on axioms: [propext, Classical.choice, Quot.sound]
```

## From the tangents to the tactics

`roots_spec` collects the signs and algebraic identities of s and q. `inverseRate_scaled` carries out the substitution g = 2wx.

The strict lower bound is `lt_inverseRate`. Its step `h1` is the tangent to the square root, and `h2` is the tangent to the hyperbola. In both, `nlinarith` receives the square of qx − 2 that appears in the derivation. The hypothesis that g differs from g* becomes qx − 2 ≠ 0, which makes `h2` strict. Step `h3` is the cancellation of slopes, and `linarith` adds the pieces.

`inverseRate_optimal` evaluates the sum directly at x = 2/q, where 1 + x² is the perfect square ((s + 1)/q)². `rate_optimal` inverts the result.

`optimalFriction_lt` proves the bound √(2w/a) from q² = 8aw + 2(s − 1). `optimalFriction_strictAnti` compares first s and then q at two values of a, using the monotonicity of the square root.

The final theorem turns the bound on inverse rates into one on rates with `one_div_lt_one_div_of_lt`, which needs the inverse rate at g* to be positive. It obtains the limit with `squeeze_zero'`, trapping g* between 0 and √(2w/a) for positive a.
